# The two-replica swap ratio averages to the purity for a real, normalised wavefunction on a finite set A × B

Take a lattice of spins in a pure state with real amplitudes and divide it into a region and its surroundings. The entanglement between the two is encoded in the reduced density matrix of the region, whose dimension grows exponentially with the number of spins in it. A variational Monte Carlo run supplies something else: configurations drawn with probability \(\psi^2\), and ratios of amplitudes. The question is whether these suffice to find \(\operatorname{tr}\rho^2\), and how large the statistical noise is.

## Region, surroundings and two replicas

Let \(A\) and \(B\) be the finite sets of configurations of the region and of its surroundings. A configuration of the whole system is a pair \((a,b)\), and the wavefunction is a function \(\psi : A\times B\to\mathbb R\). Complex amplitudes and continuous coordinates would need other definitions.

```lean
import Mathlib

open Finset

namespace SwapEstimator

noncomputable section

variable {A B : Type*} [Fintype A] [Fintype B]
```

Summing over the surroundings gives the reduced density matrix

\[
\rho(a,a')=\sum_b \psi(a,b)\,\psi(a',b).
\]

```lean
/-- The reduced density matrix on `A` of a real wavefunction on `A × B`:
the degrees of freedom in `B` are summed over. -/
def reducedDensity (ψ : A × B → ℝ) : Matrix A A ℝ :=
  Matrix.of fun a a' => ∑ b, ψ (a, b) * ψ (a', b)
```

Its purity is \(P=\operatorname{tr}\rho^2\).

```lean
/-- The trace of the squared reduced density matrix, which is the purity when the wavefunction has
unit norm. -/
def purity (ψ : A × B → ℝ) : ℝ :=
  Matrix.trace (reducedDensity ψ * reducedDensity ψ)
```

The second Rényi entropy is \(S_2=-\log P\), with the natural logarithm.

```lean
/-- The second Rényi entropy, minus the logarithm of the purity, for wavefunctions of unit norm. -/
def renyiTwo (ψ : A × B → ℝ) : ℝ := -Real.log (purity ψ)
```

Now take two independent copies of the system, in configurations \(x=(a,b)\) and \(y=(a',b')\). The replica average of a function \(F\) is

\[
\langle F\rangle=\sum_{x,y}\psi(x)^2\psi(y)^2F(x,y).
\]

This is an expectation value when \(\sum_x\psi(x)^2=1\), which the theorems below assume as `h` wherever they need it.

```lean
/-- For a unit wavefunction, the average of `F` over two independent replicas, each drawn with
probability `ψ²`. -/
def replicaAverage (ψ : A × B → ℝ) (F : A × B → A × B → ℝ) : ℝ :=
  ∑ x, ∑ y, ψ x ^ 2 * ψ y ^ 2 * F x y
```

The quantity to be sampled compares the amplitude after the two copies have exchanged their \(A\) parts with the amplitude before:

\[
R(x,y)=\frac{\psi(a',b)\,\psi(a,b')}{\psi(a,b)\,\psi(a',b')}.
\]

In the code `x.1` is \(a\), `x.2` is \(b\), and `y.1` and `y.2` are \(a'\) and \(b'\). Where the denominator vanishes, Lean assigns the ratio the value zero, but such pairs carry no weight in the average.

```lean
/-- The swap ratio: the amplitude of two replicas after exchange of their `A` parts,
divided by the amplitude before, for configurations `x`, `y` where `ψ` is nonzero. -/
def swapRatio (ψ : A × B → ℝ) (x y : A × B) : ℝ :=
  ψ (y.1, x.2) * ψ (x.1, y.2) / (ψ x * ψ y)
```

## The purity as an overlap of two copies

Writing out the trace gives a four-fold sum, whose factors can be regrouped:

\[
P=\sum_{a,a'}\rho(a,a')\rho(a',a)
=\sum_{a,b,a',b'}\psi(a,b)\psi(a',b')\;\psi(a',b)\psi(a,b').
\]

The purity is thus the overlap of the two-copy state with its swapped version. In the proof, `simp only` unfolds the trace and the products of sums, `Finset.sum_comm` puts the summations in the same order on both sides, and `ring` regroups the four factors.

```lean
/-- The purity is the overlap of the two-replica state with its swapped copy. -/
theorem purity_eq_sum (ψ : A × B → ℝ) :
    purity ψ = ∑ x, ∑ y, ψ x * ψ y * (ψ (y.1, x.2) * ψ (x.1, y.2)) := by
  symm
  simp only [purity, Matrix.trace, Matrix.diag_apply, Matrix.mul_apply, reducedDensity,
    Matrix.of_apply, Fintype.sum_prod_type, Finset.sum_mul_sum]
  refine sum_congr rfl fun a _ => ?_
  rw [Finset.sum_comm]
  refine sum_congr rfl fun a' _ => sum_congr rfl fun b _ => sum_congr rfl fun b' _ => ?_
  ring
```

## Swapping preserves the norm

The squared swapped amplitude factorises, since \((a,b')\) and \((a',b)\) each run over all configurations:

\[
\sum_{x,y}\bigl(\psi(a',b)\psi(a,b')\bigr)^2
=\Bigl(\sum_{a,b'}\psi(a,b')^2\Bigr)\Bigl(\sum_{b,a'}\psi(a',b)^2\Bigr)=1.
\]

The `calc` block follows this line. The facts `h1` and `h2` are the normalisation with its two sums taken in either order.

```lean
/-- For a unit wavefunction the swapped two-replica state is again normalized. -/
theorem sum_swapped_sq (ψ : A × B → ℝ) (h : ∑ x, ψ x ^ 2 = 1) :
    ∑ x : A × B, ∑ y : A × B, (ψ (y.1, x.2) * ψ (x.1, y.2)) ^ 2 = 1 := by
  have h1 : ∑ a, ∑ b, ψ (a, b) ^ 2 = 1 := by
    simpa only [Fintype.sum_prod_type] using h
  have h2 : ∑ b, ∑ a, ψ (a, b) ^ 2 = 1 := by
    rw [Finset.sum_comm]; exact h1
  calc ∑ x : A × B, ∑ y : A × B, (ψ (y.1, x.2) * ψ (x.1, y.2)) ^ 2
      = ∑ a, ∑ b, (∑ b', ψ (a, b') ^ 2) * (∑ a', ψ (a', b) ^ 2) := by
        simp only [Fintype.sum_prod_type, Finset.sum_mul_sum]
        refine sum_congr rfl fun a _ => sum_congr rfl fun b _ => ?_
        rw [Finset.sum_comm]
        refine sum_congr rfl fun b' _ => sum_congr rfl fun a' _ => ?_
        ring
    _ = (∑ a, ∑ b', ψ (a, b') ^ 2) * (∑ b, ∑ a', ψ (a', b) ^ 2) :=
        by rw [Finset.sum_mul_sum]
    _ = 1 := by rw [h1, h2, mul_one]
```

## The missing purity as a sum of squares

Expand the squared difference between the original and the swapped amplitude. Both squared terms sum to one, and the cross term is the overlap just found, so

\[
\sum_{x,y}\bigl(\psi(x)\psi(y)-\psi(a',b)\psi(a,b')\bigr)^2=1-2P+1=2(1-P).
\]

Read \(\psi\) as a matrix with rows \(a\) and columns \(b\). Each bracket is then the \(2\times2\) determinant formed from rows \(a,a'\) and columns \(b,b'\). It is called a minor below, even when the two rows or the two columns coincide and it is trivially zero. The intermediate statement `e` is the expansion, and the final rewriting inserts the three known sums.

```lean
/-- For a unit wavefunction, one minus the purity is half the sum of the squared
differences between the two-replica amplitude and its swapped copy. -/
theorem one_sub_purity (ψ : A × B → ℝ) (h : ∑ x, ψ x ^ 2 = 1) :
    1 - purity ψ =
      1 / 2 * ∑ x, ∑ y, (ψ x * ψ y - ψ (y.1, x.2) * ψ (x.1, y.2)) ^ 2 := by
  have hxy : ∑ x, ∑ y, ψ x ^ 2 * ψ y ^ 2 = 1 := by
    rw [← Finset.sum_mul_sum, h, mul_one]
  have e : ∑ x, ∑ y, (ψ x * ψ y - ψ (y.1, x.2) * ψ (x.1, y.2)) ^ 2
      = ∑ x, ∑ y, ψ x ^ 2 * ψ y ^ 2
        - 2 * ∑ x, ∑ y, ψ x * ψ y * (ψ (y.1, x.2) * ψ (x.1, y.2))
        + ∑ x : A × B, ∑ y : A × B, (ψ (y.1, x.2) * ψ (x.1, y.2)) ^ 2 := by
    simp only [Finset.mul_sum, ← Finset.sum_sub_distrib, ← Finset.sum_add_distrib]
    refine sum_congr rfl fun x _ => sum_congr rfl fun y _ => ?_
    ring
  rw [e, hxy, sum_swapped_sq ψ h, ← purity_eq_sum]
  ring
```

## A lower bound from the diagonal of ρ

The matrix \(\rho\) is symmetric, so \(P=\sum_{a,a'}\rho(a,a')^2\). Dropping the off-diagonal terms and applying the Cauchy–Schwarz inequality gives

\[
P\;\ge\;\sum_a\rho(a,a)^2\;\ge\;\frac{1}{|A|}\Bigl(\sum_a\rho(a,a)\Bigr)^2=\frac1{|A|},
\]

because \(\operatorname{tr}\rho=\sum_x\psi(x)^2=1\). In the code `htr` is the unit trace, `hsymm` the symmetry, `hdiag` the first inequality and `hcs` the second. Normalisation also rules out an empty \(A\), so \(1/|A|\) is positive; the logarithm will need that.

```lean
/-- For a unit wavefunction the purity is at least the inverse of the number of
configurations of `A`, which is positive. -/
theorem inv_card_le_purity (ψ : A × B → ℝ) (h : ∑ x, ψ x ^ 2 = 1) :
    0 < 1 / (Fintype.card A : ℝ) ∧ 1 / (Fintype.card A : ℝ) ≤ purity ψ := by
  have hA : Nonempty A := by
    by_contra hA
    rw [not_nonempty_iff] at hA
    simp at h
  have hc : (0 : ℝ) < Fintype.card A := by exact_mod_cast Fintype.card_pos
  refine ⟨by positivity, ?_⟩
  -- the reduced density matrix has unit trace
  have htr : ∑ a, reducedDensity ψ a a = 1 := by
    simpa only [reducedDensity, Matrix.of_apply, Fintype.sum_prod_type, pow_two] using h
  have hsymm : ∀ a a', reducedDensity ψ a' a = reducedDensity ψ a a' := fun a a' => by
    simp only [reducedDensity, Matrix.of_apply, mul_comm]
  -- the diagonal alone bounds the purity from below
  have hdiag : ∑ a, reducedDensity ψ a a ^ 2 ≤ purity ψ := by
    simp only [purity, Matrix.trace, Matrix.diag_apply, Matrix.mul_apply]
    refine sum_le_sum fun a _ => ?_
    rw [pow_two]
    refine single_le_sum (f := fun a' => reducedDensity ψ a a' * reducedDensity ψ a' a)
      (fun a' _ => ?_) (mem_univ a)
    change 0 ≤ reducedDensity ψ a a' * reducedDensity ψ a' a
    rw [hsymm a a']
    exact mul_self_nonneg _
  have hcs := sq_sum_le_card_mul_sum_sq (s := univ) (f := fun a => reducedDensity ψ a a)
  rw [htr, card_univ] at hcs
  rw [div_le_iff₀ hc]
  nlinarith [mul_le_mul_of_nonneg_left hdiag hc.le]
```

## The average of the swap ratio

For a pair with \(\psi(x)\psi(y)\neq0\), one power of each amplitude cancels:

\[
\psi(x)^2\psi(y)^2R(x,y)=\psi(x)\psi(y)\,\psi(a',b)\psi(a,b').
\]

If \(\psi(x)\) or \(\psi(y)\) is zero, both sides vanish. Summation gives \(\langle R\rangle=P\), whether or not the wavefunction has zeros.

The theorem `swap_estimator` states that for every normalised real `ψ` the replica average of `swapRatio ψ` equals the trace of \(\rho^2\), is at least \(1/|A|\), and is at most one. The equality is `key`, where the two `by_cases` lines deal with the zeros. The lower bound is the previous result, and the upper bound holds because \(1-P\) is half a sum of squares.

```lean
/-- Swap estimator: for a real unit wavefunction the two-replica average of the swap
ratio is the trace of the squared reduced density matrix, and it lies between the inverse
number of configurations of `A` and one. -/
theorem swap_estimator (ψ : A × B → ℝ) (h : ∑ x, ψ x ^ 2 = 1) :
    replicaAverage ψ (swapRatio ψ)
        = Matrix.trace (reducedDensity ψ * reducedDensity ψ) ∧
      1 / (Fintype.card A : ℝ) ≤ replicaAverage ψ (swapRatio ψ) ∧
      replicaAverage ψ (swapRatio ψ) ≤ 1 := by
  have key : replicaAverage ψ (swapRatio ψ) = purity ψ := by
    rw [purity_eq_sum]
    refine sum_congr rfl fun x _ => sum_congr rfl fun y _ => ?_
    -- pairs on a node of the wavefunction have weight zero
    by_cases hx : ψ x = 0
    · simp [hx]
    by_cases hy : ψ y = 0
    · simp [hy]
    have hr : swapRatio ψ x y * (ψ x * ψ y) = ψ (y.1, x.2) * ψ (x.1, y.2) :=
      div_mul_cancel₀ _ (mul_ne_zero hx hy)
    rw [← hr]
    ring
  have hnn : 0 ≤ ∑ x, ∑ y, (ψ x * ψ y - ψ (y.1, x.2) * ψ (x.1, y.2)) ^ 2 :=
    sum_nonneg fun x _ => sum_nonneg fun y _ => sq_nonneg _
  refine ⟨key, key ▸ (inv_card_le_purity ψ h).2, ?_⟩
  rw [key]
  linarith [one_sub_purity ψ h]
```

## Purity one means a product state

If \(P=1\), every minor vanishes. Normalisation provides a configuration \(z=(a_0,b_0)\) with \(\psi(z)\neq0\), and the minor formed from \((a,b)\) and \(z\) gives

\[
\psi(a,b)=\psi(a,b_0)\,\frac{\psi(a_0,b)}{\psi(z)}=f(a)\,g(b).
\]

Conversely, for a product all minors are zero and \(P=1\). The upper bound is therefore reached exactly by the unentangled states. The proof extracts the single minor `m` from the vanishing sum in two steps, one for each replica.

```lean
/-- A real unit wavefunction has purity one exactly when it is a product of a function
on `A` and a function on `B`. -/
theorem purity_eq_one_iff (ψ : A × B → ℝ) (h : ∑ x, ψ x ^ 2 = 1) :
    purity ψ = 1 ↔ ∃ (f : A → ℝ) (g : B → ℝ), ∀ a b, ψ (a, b) = f a * g b := by
  have hid := one_sub_purity ψ h
  constructor
  · intro hp
    have h0 : ∑ x, ∑ y, (ψ x * ψ y - ψ (y.1, x.2) * ψ (x.1, y.2)) ^ 2 = 0 := by
      linarith
    obtain ⟨z, hz⟩ : ∃ z, ψ z ≠ 0 := by
      by_contra! hz
      simp [hz] at h
    refine ⟨fun a => ψ (a, z.2), fun b => ψ (z.1, b) / ψ z, fun a b => ?_⟩
    -- the two-by-two minor formed from `(a, b)` and `z` vanishes
    have h1 := (sum_eq_zero_iff_of_nonneg
      (fun x _ => sum_nonneg fun y _ => sq_nonneg _)).1 h0 (a, b) (mem_univ _)
    have h2 := (sum_eq_zero_iff_of_nonneg (fun y _ => sq_nonneg _)).1 h1 z (mem_univ _)
    have m : ψ (a, b) * ψ z - ψ (z.1, b) * ψ (a, z.2) = 0 := pow_eq_zero_iff two_ne_zero |>.1 h2
    change ψ (a, b) = ψ (a, z.2) * (ψ (z.1, b) / ψ z)
    rw [← mul_div_assoc, eq_div_iff hz]
    linear_combination m
  · rintro ⟨f, g, hfg⟩
    have h0 : ∑ x, ∑ y, (ψ x * ψ y - ψ (y.1, x.2) * ψ (x.1, y.2)) ^ 2 = 0 := by
      refine sum_eq_zero fun x _ => sum_eq_zero fun y _ => ?_
      obtain ⟨a, b⟩ := x
      obtain ⟨a', b'⟩ := y
      simp only [hfg]
      ring
    rw [h0] at hid
    linarith
```

## The variance for a wavefunction without zeros

Suppose now that \(\psi(x)\neq0\) for all \(x\), which is the hypothesis `h0`. Then \(\psi(x)^2\psi(y)^2R(x,y)^2\) is the squared swapped amplitude for every pair, so \(\langle R^2\rangle=1\) and

\[
\langle (R-P)^2\rangle=\langle R^2\rangle-2P\langle R\rangle+P^2=1-P^2.
\]

The statement `e` in the proof is this expansion, with the denominators cancelled by means of `h0`.

```lean
/-- For a real unit wavefunction without zeros, the variance of the swap ratio is one
minus the squared purity. -/
theorem swap_variance (ψ : A × B → ℝ) (h : ∑ x, ψ x ^ 2 = 1) (h0 : ∀ x, ψ x ≠ 0) :
    replicaAverage ψ (fun x y => (swapRatio ψ x y - purity ψ) ^ 2) = 1 - purity ψ ^ 2 := by
  have hxy : ∑ x, ∑ y, ψ x ^ 2 * ψ y ^ 2 = 1 := by
    rw [← Finset.sum_mul_sum, h, mul_one]
  have e : replicaAverage ψ (fun x y => (swapRatio ψ x y - purity ψ) ^ 2)
      = ∑ x : A × B, ∑ y : A × B, (ψ (y.1, x.2) * ψ (x.1, y.2)) ^ 2
        - 2 * purity ψ * ∑ x, ∑ y, ψ x * ψ y * (ψ (y.1, x.2) * ψ (x.1, y.2))
        + purity ψ ^ 2 * ∑ x, ∑ y, ψ x ^ 2 * ψ y ^ 2 := by
    simp only [replicaAverage, Finset.mul_sum, ← Finset.sum_sub_distrib,
      ← Finset.sum_add_distrib]
    refine sum_congr rfl fun x _ => sum_congr rfl fun y _ => ?_
    have hr : swapRatio ψ x y * (ψ x * ψ y) = ψ (y.1, x.2) * ψ (x.1, y.2) :=
      div_mul_cancel₀ _ (mul_ne_zero (h0 x) (h0 y))
    rw [← hr]
    ring
  rw [e, hxy, sum_swapped_sq ψ h, ← purity_eq_sum]
  ring
```

Normalisation alone does not give this formula. Take \(A=B=\{0,1\}\) with \(\psi(0,0)=\psi(1,1)=1/\sqrt2\) and the other two amplitudes zero. The sampled pairs have \(R=1\) when both copies agree and \(R=0\) when they differ, each with probability \(1/2\). The mean is \(P=1/2\), as it should be, but the variance is \(1/4\) and not \(1-P^2=3/4\). The missing part of \(\langle R^2\rangle\) belongs to pairs such as \(x=(0,1)\), \(y=(1,0)\), which are never drawn although their swapped amplitude is nonzero. Zeros that create no such pair do no harm.

## Entropy and sampling cost

Taking logarithms of \(1/|A|\le P\le1\) gives

\[
0\le S_2\le\log|A| ,\qquad S_2=-\log\langle R\rangle .
\]

Zeros of the wavefunction are again allowed here. The proof applies the monotonicity of the logarithm to the two bounds.

```lean
/-- For a real unit wavefunction the second Rényi entropy is minus the logarithm of the
averaged swap ratio, and lies between zero and the logarithm of the number of
configurations of `A`. -/
theorem renyiTwo_bounds (ψ : A × B → ℝ) (h : ∑ x, ψ x ^ 2 = 1) :
    renyiTwo ψ = -Real.log (replicaAverage ψ (swapRatio ψ)) ∧
      0 ≤ renyiTwo ψ ∧ renyiTwo ψ ≤ Real.log (Fintype.card A) := by
  obtain ⟨key, -, hle⟩ := swap_estimator ψ h
  obtain ⟨hc, hge⟩ := inv_card_le_purity ψ h
  change _ = purity ψ at key
  rw [key] at hle ⊢
  have h1 := Real.log_nonpos (hc.le.trans hge) hle
  have h2 := Real.log_le_log hc hge
  rw [one_div, Real.log_inv] at h2
  refine ⟨rfl, ?_, ?_⟩ <;> unfold renyiTwo <;> linarith
```

Since \(P>0\), the definition of the entropy gives \(e^{2S_2}=1/P^2\). For a wavefunction without zeros the variance relative to the squared mean is then

\[
\frac{\langle (R-P)^2\rangle}{P^2}=\frac{1-P^2}{P^2}=e^{2S_2}-1.
\]

In the proof `hp` is the positivity of the purity and `hexp` is the formula for \(e^{2S_2}\).

For a variational Monte Carlo estimate of entanglement in this finite, real, zero-free model, a relative standard error \(\varepsilon\) in the purity takes about \((e^{2S_2}-1)/\varepsilon^2\) independent pairs of configurations. That figure comes from the usual rule for the error of a mean, applied to the variance above; correlated Markov-chain samples need their own error analysis.

```lean
/-- For a real unit wavefunction without zeros, the variance of the swap ratio relative
to its squared mean is `exp (2 S₂) - 1`, with `S₂` the second Rényi entropy. -/
theorem swap_relative_variance (ψ : A × B → ℝ) (h : ∑ x, ψ x ^ 2 = 1)
    (h0 : ∀ x, ψ x ≠ 0) :
    replicaAverage ψ (fun x y => (swapRatio ψ x y - purity ψ) ^ 2) / purity ψ ^ 2
      = Real.exp (2 * renyiTwo ψ) - 1 := by
  obtain ⟨hc, hge⟩ := inv_card_le_purity ψ h
  have hp : 0 < purity ψ := hc.trans_le hge
  have hexp : Real.exp (2 * renyiTwo ψ) = (purity ψ ^ 2)⁻¹ := by
    rw [renyiTwo, show 2 * -Real.log (purity ψ)
      = -(Real.log (purity ψ) + Real.log (purity ψ)) by ring,
      Real.exp_neg, Real.exp_add, Real.exp_log hp, pow_two]
  rw [swap_variance ψ h h0, hexp, sub_div, div_self (pow_ne_zero 2 hp.ne'), one_div]

end

end SwapEstimator
```

```lean
#print axioms SwapEstimator.swap_estimator
#print axioms SwapEstimator.purity_eq_one_iff
#print axioms SwapEstimator.renyiTwo_bounds
#print axioms SwapEstimator.swap_relative_variance
```

```
'SwapEstimator.swap_estimator' depends on axioms: [propext, Classical.choice, Quot.sound]
'SwapEstimator.purity_eq_one_iff' depends on axioms: [propext, Classical.choice, Quot.sound]
'SwapEstimator.renyiTwo_bounds' depends on axioms: [propext, Classical.choice, Quot.sound]
'SwapEstimator.swap_relative_variance' depends on axioms: [propext, Classical.choice, Quot.sound]
```
